# One linear constraint raises a simple lowest eigenvalue at most to the next eigenvalue

Let $H$ be a real symmetric matrix with simple lowest eigenvalue $E_0$, unit eigenvector $\psi$ and next eigenvalue $E_1$. For every real vector $c$, the minimum of $\langle x,Hx\rangle$ over unit vectors $x$ with $\langle c,x\rangle=0$ exists and lies in $[E_0,E_1]$. It equals $E_0$ exactly when $\langle c,\psi\rangle=0$.

For a single-particle Hamiltonian in a finite, real, orthonormal basis, this means that imposing the nuclear cusp condition as one linear equation costs at most the first excitation energy in that basis.

## States, energies and the spectrum

In Lean 4 with Mathlib:

```lean
import Mathlib

open Matrix

namespace CuspConstraint

variable {n : Type*} [Fintype n]
```

The finite type `n` labels the basis functions. A coefficient vector is a function `n → ℝ`.

```lean
/-- The quadratic form `⟨x, Hx⟩` of a real coefficient vector `x`; for a unit vector it is the
energy expectation value. -/
def energy (H : Matrix n n ℝ) (x : n → ℝ) : ℝ := x ⬝ᵥ H *ᵥ x
```

Here `⬝ᵥ` is the dot product and `*ᵥ` applies a matrix to a vector, so `energy H x` is $\langle x,Hx\rangle$.

```lean
/-- The energies of all unit vectors `x` that obey the linear constraint `⟨c, x⟩ = 0`. -/
def constrainedEnergies (H : Matrix n n ℝ) (c : n → ℝ) : Set ℝ :=
  {E | ∃ x : n → ℝ, x ⬝ᵥ x = 1 ∧ c ⬝ᵥ x = 0 ∧ energy H x = E}
```

This is the set of energies reached by normalised states that obey the constraint. Normalisation is `x ⬝ᵥ x = 1`, which presupposes an orthonormal basis; with overlapping functions, both $H$ and $c$ must first be transformed.

```lean
/-- The real symmetric matrix `H` has the simple lowest eigenvalue `E0` with unit eigenvector
`psi`, and `E1` is its next eigenvalue. -/
structure LowSpectrum (H : Matrix n n ℝ) (E0 E1 : ℝ) (psi : n → ℝ) : Prop where
  symm : H.IsSymm
  ground : H *ᵥ psi = E0 • psi
  norm_one : psi ⬝ᵥ psi = 1
  simple : ∀ x, H *ᵥ x = E0 • x → ∃ a : ℝ, x = a • psi
  gap : E0 < E1
  excited : ∃ phi, phi ≠ 0 ∧ H *ᵥ phi = E1 • phi
  lowest : ∀ (μ : ℝ) (x : n → ℝ), x ≠ 0 → H *ᵥ x = μ • x → μ = E0 ∨ E1 ≤ μ
```

`LowSpectrum` bundles the assumptions on $H$. The field `simple` says that every solution of $Hx=E_0x$ is a multiple of $\psi$, and `lowest` says that every eigenvalue is either $E_0$ or at least $E_1$. The value $E_1$ may be degenerate. Two distinct eigenvalues already force dimension at least 2.

Simplicity matters for the equality criterion: if two independent states had energy $E_0$, some combination of them would satisfy any single constraint, even $c=\psi$.

## The cusp as an orthogonality condition

```lean
/-- The constraint vector of a cusp condition with constant `Z`, built from the values `v` and
the slopes `d` of the basis functions at the origin. -/
def cuspVector (v d : n → ℝ) (Z : ℝ) : n → ℝ := fun j => d j + Z * v j
```

For basis functions $\chi_j$ with values $v_j=\chi_j(0)$ and slopes $d_j=\chi_j'(0)$, the constraint vector is $c_j=d_j+Zv_j$. Physically, $Z$ is the nuclear charge in atomic units. For an s-type function $f(r)$, the condition $f'(0)=-Zf(0)$ lets the kinetic energy cancel the $1/r$ singularity of the nuclear attraction. The condition also holds without any cusp if $f(0)=f'(0)=0$. In a basis of s-type Gaussians centred on the nucleus this is the only way to satisfy it for $Z\ne0$: every slope $d_j$ is zero, so the constraint forces $f(0)=0$.

```lean
/-- For basis functions with one-sided slopes `d` at the origin, the expansion with coefficients
`x` obeys the cusp condition `f'(0) = -Z f(0)` exactly when `x` is orthogonal to the cusp vector. -/
theorem cusp_iff_orthogonal (χ : n → ℝ → ℝ) (d : n → ℝ) (Z : ℝ)
    (hd : ∀ j, HasDerivWithinAt (χ j) (d j) (Set.Ici 0) 0) (x : n → ℝ) :
    HasDerivWithinAt (fun r => ∑ j, x j * χ j r) (-Z * ∑ j, x j * χ j 0) (Set.Ici 0) 0 ↔
      cuspVector (fun j => χ j 0) d Z ⬝ᵥ x = 0 := by
  have hf : HasDerivWithinAt (fun r => ∑ j, x j * χ j r) (∑ j, x j * d j) (Set.Ici 0) 0 :=
    HasDerivWithinAt.fun_sum fun j _ => (hd j).const_mul (x j)
  have key : cuspVector (fun j => χ j 0) d Z ⬝ᵥ x
      = ∑ j, x j * d j + Z * ∑ j, x j * χ j 0 := by
    simp only [cuspVector, dotProduct, Finset.mul_sum, ← Finset.sum_add_distrib]
    exact Finset.sum_congr rfl fun j _ => by ring
  rw [key]
  constructor
  · intro h
    -- the one-sided derivative is unique
    have e := UniqueDiffWithinAt.eq_deriv _
      (uniqueDiffOn_Ici (0 : ℝ) 0 (Set.mem_Ici.2 le_rfl)) hf h
    linarith
  · intro h
    have e : ∑ j, x j * d j = -Z * ∑ j, x j * χ j 0 := by linarith
    rw [← e]
    exact hf
```

Write $f=\sum_j x_j\chi_j$. By linearity $f'(0)=\sum_j x_jd_j$, hence

$$f'(0)+Zf(0)=\sum_j(d_j+Z\chi_j(0))x_j=\langle c,x\rangle .$$

`HasDerivWithinAt … (Set.Ici 0) 0` is the derivative from the right, as suits a radial coordinate. The forward direction uses its uniqueness. The theorem treats the constraint only; the matrix $H$ is not constructed from the $\chi_j$.

## Energy above the ground state

```lean
/-- A real symmetric matrix can be moved from one side of the scalar product to the other. -/
theorem dot_symm {H : Matrix n n ℝ} (hH : H.IsSymm) (y x : n → ℝ) :
    y ⬝ᵥ H *ᵥ x = (H *ᵥ y) ⬝ᵥ x := by
  rw [Matrix.dotProduct_mulVec, ← Matrix.vecMul_transpose, hH.eq]
```

Symmetry gives $\langle y,Hx\rangle=\langle Hy,x\rangle$.

```lean
/-- A real symmetric matrix has a family of eigenvectors in which every scalar product can be
resolved. -/
theorem eigenbasis {H : Matrix n n ℝ} (hH : H.IsSymm) :
    ∃ (v : n → n → ℝ) (e : n → ℝ), (∀ i, H *ᵥ v i = e i • v i) ∧
      ∀ x y : n → ℝ, ∑ i, (v i ⬝ᵥ x) * (v i ⬝ᵥ y) = x ⬝ᵥ y := by
  classical
  have hh : H.IsHermitian := Matrix.IsHermitian.ext fun i j => by simpa using hH.apply i j
  refine ⟨fun i => (hh.eigenvectorBasis i).ofLp, hh.eigenvalues,
    fun i => hh.mulVec_eigenvectorBasis i, fun x y => ?_⟩
  have h := hh.eigenvectorBasis.sum_inner_mul_inner (WithLp.toLp 2 x) (WithLp.toLp 2 y)
  simp only [EuclideanSpace.inner_eq_star_dotProduct, star_trivial] at h
  refine Eq.trans (Finset.sum_congr rfl fun i _ => ?_) (h.trans (dotProduct_comm _ _))
  exact congrArg (fun t => ((hh.eigenvectorBasis i).ofLp ⬝ᵥ x) * t) (dotProduct_comm _ _)
```

There are eigenvectors $v_i$ with eigenvalues $e_i$ such that $\sum_i\langle v_i,x\rangle\langle v_i,y\rangle=\langle x,y\rangle$, the resolution of the identity.

The Mathlib device behind this is `eigenvectorBasis`. From a proof that $H$ is Hermitian it produces an `OrthonormalBasis` of eigenvectors, and `sum_inner_mul_inner` then supplies the resolution. These vectors live in `EuclideanSpace`, whereas the file works with plain functions; `WithLp.toLp 2` and `.ofLp` translate between the two. No ordering of the eigenvalues is needed, because `lowest` classifies each one.

```lean
variable {H : Matrix n n ℝ} {E0 E1 : ℝ} {psi : n → ℝ}

/-- A vector orthogonal to the ground state has energy at least `E1` times its squared norm. -/
theorem excited_bound (h : LowSpectrum H E0 E1 psi) (x : n → ℝ) (hx : psi ⬝ᵥ x = 0) :
    E1 * (x ⬝ᵥ x) ≤ energy H x := by
  obtain ⟨v, e, hv, hP⟩ := eigenbasis h.symm
  have hE : energy H x = ∑ i, e i * (v i ⬝ᵥ x) ^ 2 := by
    unfold energy
    rw [← hP x (H *ᵥ x)]
    refine Finset.sum_congr rfl fun i _ => ?_
    rw [dot_symm h.symm, hv, smul_dotProduct, smul_eq_mul]
    ring
  rw [hE, ← hP x x, Finset.mul_sum]
  refine Finset.sum_le_sum fun i _ => ?_
  by_cases hvi : v i = 0
  · simp [hvi]
  rcases h.lowest _ _ hvi (hv i) with h0 | h1
  · -- the ground-state component of x vanishes
    obtain ⟨a, ha⟩ := h.simple (v i) (by rw [hv i, h0])
    simp [ha, smul_dotProduct, hx]
  · nlinarith [mul_le_mul_of_nonneg_right h1 (sq_nonneg (v i ⬝ᵥ x))]
```

For $\langle\psi,x\rangle=0$, the eigenbasis gives

$$\langle x,Hx\rangle=\sum_i e_i\langle v_i,x\rangle^2\ge E_1\sum_i\langle v_i,x\rangle^2=E_1\langle x,x\rangle .$$

Terms with $e_i\ge E_1$ satisfy the inequality directly. If $e_i=E_0$, then $v_i$ is a multiple of $\psi$ and the term vanishes. These are the two branches of `rcases`. The preceding case `v i = 0` appears because the eigenbasis lemma does not state that its vectors are nonzero.

## What the constraint costs

```lean
/-- Every unit vector obeying the constraint has energy `E ≥ E0`, and the cost of the constraint
satisfies `(E1 - E0) ⟨c, psi⟩² ≤ (E - E0) ⟨c, c⟩`. -/
theorem constraint_cost (h : LowSpectrum H E0 E1 psi) (c x : n → ℝ)
    (hx : x ⬝ᵥ x = 1) (hc : c ⬝ᵥ x = 0) :
    E0 ≤ energy H x ∧
      (E1 - E0) * (c ⬝ᵥ psi) ^ 2 ≤ (energy H x - E0) * (c ⬝ᵥ c) := by
  obtain ⟨s, hs⟩ : ∃ s, psi ⬝ᵥ x = s := ⟨_, rfl⟩
  have hs' : x ⬝ᵥ psi = s := by rw [dotProduct_comm, hs]
  have hp : psi ⬝ᵥ H *ᵥ x = E0 * s := by
    rw [dot_symm h.symm, h.ground, smul_dotProduct, smul_eq_mul, hs]
  -- the part of x orthogonal to psi has energy at least E1
  have hy := excited_bound h (x - s • psi) (by
    simp only [dotProduct_sub, dotProduct_smul, smul_eq_mul, h.norm_one, hs]
    ring)
  simp only [energy, Matrix.mulVec_sub, Matrix.mulVec_smul, h.ground, sub_dotProduct,
    dotProduct_sub, smul_dotProduct, dotProduct_smul, smul_eq_mul, h.norm_one, hs, hs',
    hx, hp] at hy
  have hg : (E1 - E0) * (1 - s ^ 2) ≤ energy H x - E0 := by
    unfold energy
    nlinarith [hy]
  -- Cauchy-Schwarz for c and the part of psi orthogonal to x
  have hz : (psi - s • x) ⬝ᵥ (psi - s • x) = 1 - s ^ 2 := by
    simp only [sub_dotProduct, dotProduct_sub, smul_dotProduct, dotProduct_smul,
      smul_eq_mul, h.norm_one, hs, hs', hx]
    ring
  have hcz : c ⬝ᵥ (psi - s • x) = c ⬝ᵥ psi := by
    simp only [dotProduct_sub, dotProduct_smul, smul_eq_mul, hc, mul_zero, sub_zero]
  have hcs : (c ⬝ᵥ (psi - s • x)) ^ 2
      ≤ (c ⬝ᵥ c) * ((psi - s • x) ⬝ᵥ (psi - s • x)) := by
    have := Finset.sum_mul_sq_le_sq_mul_sq Finset.univ c (psi - s • x)
    simp only [dotProduct, ← pow_two]
    exact this
  have hnn : 0 ≤ (psi - s • x) ⬝ᵥ (psi - s • x) :=
    Finset.sum_nonneg fun i _ => mul_self_nonneg _
  have hcc : 0 ≤ c ⬝ᵥ c := Finset.sum_nonneg fun i _ => mul_self_nonneg _
  rw [hz] at hnn
  rw [hcz, hz] at hcs
  have hgap : 0 ≤ E1 - E0 := sub_nonneg.2 h.gap.le
  refine ⟨by linarith [mul_nonneg hgap hnn], ?_⟩
  calc (E1 - E0) * (c ⬝ᵥ psi) ^ 2
      ≤ (E1 - E0) * ((c ⬝ᵥ c) * (1 - s ^ 2)) := mul_le_mul_of_nonneg_left hcs hgap
    _ = ((E1 - E0) * (1 - s ^ 2)) * (c ⬝ᵥ c) := by ring
    _ ≤ (energy H x - E0) * (c ⬝ᵥ c) := mul_le_mul_of_nonneg_right hg hcc
```

Let $E=\langle x,Hx\rangle$ and $s=\langle\psi,x\rangle$. The vector $x-s\psi$ is orthogonal to $\psi$, with squared norm $1-s^2$ and energy $E-s^2E_0$. The previous bound gives

$$E-E_0\ge(E_1-E_0)(1-s^2).$$

This is `hg`, and it implies $E\ge E_0$. Next take $z=\psi-sx$. Since $\langle c,x\rangle=0$, we have $\langle c,z\rangle=\langle c,\psi\rangle$, while $\langle z,z\rangle=1-s^2$. Cauchy–Schwarz (`hcs`) yields $\langle c,\psi\rangle^2\le\langle c,c\rangle(1-s^2)$. The final `calc` combines the two:

$$(E_1-E_0)\langle c,\psi\rangle^2\le(E-E_0)\langle c,c\rangle .$$

```lean
/-- Some unit vector obeys the constraint and has energy at most `E1`. -/
theorem exists_trial (h : LowSpectrum H E0 E1 psi) (c : n → ℝ) :
    ∃ x : n → ℝ, x ⬝ᵥ x = 1 ∧ c ⬝ᵥ x = 0 ∧ energy H x ≤ E1 := by
  by_cases hc : c ⬝ᵥ psi = 0
  · refine ⟨psi, h.norm_one, hc, ?_⟩
    rw [energy, h.ground, dotProduct_smul, h.norm_one, smul_eq_mul, mul_one]
    exact h.gap.le
  obtain ⟨phi, hphi0, hphi⟩ := h.excited
  have ho : psi ⬝ᵥ phi = 0 := by
    have e := dot_symm h.symm psi phi
    rw [hphi, h.ground, dotProduct_smul, smul_dotProduct, smul_eq_mul, smul_eq_mul] at e
    have e' : (E1 - E0) * (psi ⬝ᵥ phi) = 0 := by linarith
    exact (mul_eq_zero.1 e').resolve_left (sub_ne_zero.2 h.gap.ne')
  have ho' : phi ⬝ᵥ psi = 0 := by rw [dotProduct_comm, ho]
  have hq : 0 < phi ⬝ᵥ phi :=
    lt_of_le_of_ne (Finset.sum_nonneg fun i _ => mul_self_nonneg _)
      (Ne.symm (dotProduct_self_eq_zero.not.2 hphi0))
  -- the combination of psi and phi that satisfies the constraint
  obtain ⟨y, hy⟩ : ∃ y, y = (c ⬝ᵥ phi) • psi - (c ⬝ᵥ psi) • phi := ⟨_, rfl⟩
  have hyy : y ⬝ᵥ y = (c ⬝ᵥ phi) ^ 2 + (c ⬝ᵥ psi) ^ 2 * (phi ⬝ᵥ phi) := by
    simp only [hy, sub_dotProduct, dotProduct_sub, smul_dotProduct, dotProduct_smul,
      smul_eq_mul, h.norm_one, ho, ho']
    ring
  have hyE : y ⬝ᵥ H *ᵥ y
      = E0 * (c ⬝ᵥ phi) ^ 2 + E1 * ((c ⬝ᵥ psi) ^ 2 * (phi ⬝ᵥ phi)) := by
    simp only [hy, Matrix.mulVec_sub, Matrix.mulVec_smul, h.ground, hphi, sub_dotProduct,
      dotProduct_sub, smul_dotProduct, dotProduct_smul, smul_eq_mul, h.norm_one, ho, ho']
    ring
  have hcy : c ⬝ᵥ y = 0 := by
    simp only [hy, dotProduct_sub, dotProduct_smul, smul_eq_mul]
    ring
  have hN : 0 < y ⬝ᵥ y := by
    rw [hyy]
    have := mul_pos (pow_pos (abs_pos.2 hc) 2) hq
    rw [sq_abs] at this
    linarith [sq_nonneg (c ⬝ᵥ phi)]
  have hle : y ⬝ᵥ H *ᵥ y ≤ E1 * (y ⬝ᵥ y) := by
    rw [hyE, hyy]
    nlinarith [mul_le_mul_of_nonneg_right h.gap.le (sq_nonneg (c ⬝ᵥ phi))]
  -- normalisation
  obtain ⟨r, hr⟩ : ∃ r : ℝ, r ^ 2 * (y ⬝ᵥ y) = 1 :=
    ⟨(Real.sqrt (y ⬝ᵥ y))⁻¹, by rw [inv_pow, Real.sq_sqrt hN.le, inv_mul_cancel₀ hN.ne']⟩
  refine ⟨r • y, ?_, ?_, ?_⟩
  · rw [smul_dotProduct, dotProduct_smul, smul_eq_mul, smul_eq_mul]
    linarith
  · rw [dotProduct_smul, hcy, smul_zero]
  · rw [energy, Matrix.mulVec_smul, smul_dotProduct, dotProduct_smul, smul_eq_mul, smul_eq_mul]
    calc r * (r * (y ⬝ᵥ H *ᵥ y)) = r ^ 2 * (y ⬝ᵥ H *ᵥ y) := by ring
      _ ≤ r ^ 2 * (E1 * (y ⬝ᵥ y)) := mul_le_mul_of_nonneg_left hle (sq_nonneg r)
      _ = E1 * (r ^ 2 * (y ⬝ᵥ y)) := by ring
      _ = E1 := by rw [hr, mul_one]
```

If $\langle c,\psi\rangle=0$, take $\psi$ itself. Otherwise let $\varphi$ be an eigenvector for $E_1$. Symmetry gives $(E_1-E_0)\langle\psi,\varphi\rangle=0$, so the two are orthogonal. Set

$$y=\langle c,\varphi\rangle\psi-\langle c,\psi\rangle\varphi .$$

Then $\langle c,y\rangle=0$, and

$$\begin{aligned}
\langle y,y\rangle&=\langle c,\varphi\rangle^2+\langle c,\psi\rangle^2\langle\varphi,\varphi\rangle>0,\\
\langle y,Hy\rangle&=E_0\langle c,\varphi\rangle^2+E_1\langle c,\psi\rangle^2\langle\varphi,\varphi\rangle\le E_1\langle y,y\rangle .
\end{aligned}$$

Dividing $y$ by its norm gives the trial state; `r` is the inverse norm.

## The constrained minimum

```lean
/-- The lowest energy under the constraint `⟨c, x⟩ = 0` is attained and lies between `E0` and
`E1`; it equals `E0` exactly when the ground state itself obeys the constraint. -/
theorem constrained_minimum (h : LowSpectrum H E0 E1 psi) (c : n → ℝ) :
    ∃ m, IsLeast (constrainedEnergies H c) m ∧ E0 ≤ m ∧ m ≤ E1 ∧
      (m = E0 ↔ c ⬝ᵥ psi = 0) := by
  obtain ⟨t, ht1, htc, htE⟩ := exists_trial h c
  -- the admissible unit vectors form a compact set
  have hsq : Continuous fun x : n → ℝ => ∑ i, x i * x i := by fun_prop
  have hlin : Continuous fun x : n → ℝ => ∑ i, c i * x i := by fun_prop
  have hclosed : IsClosed {x : n → ℝ | x ⬝ᵥ x = 1 ∧ c ⬝ᵥ x = 0} := by
    refine IsClosed.inter (isClosed_eq ?_ continuous_const) (isClosed_eq ?_ continuous_const)
    · exact hsq
    · exact hlin
  have hK : IsCompact {x : n → ℝ | x ⬝ᵥ x = 1 ∧ c ⬝ᵥ x = 0} := by
    refine IsCompact.of_isClosed_subset
      (isCompact_univ_pi fun _ : n => isCompact_Icc (a := (-1 : ℝ)) (b := 1)) hclosed ?_
    intro x hx i _
    have h1 : x i * x i ≤ x ⬝ᵥ x :=
      Finset.single_le_sum (f := fun j => x j * x j)
        (fun j _ => mul_self_nonneg (x j)) (Finset.mem_univ i)
    rw [hx.1] at h1
    exact ⟨by nlinarith, by nlinarith⟩
  have hcont : Continuous (energy H) := by
    unfold energy
    simp only [dotProduct, Matrix.mulVec]
    fun_prop
  obtain ⟨x, hx, hmin⟩ := hK.exists_isMinOn ⟨t, ht1, htc⟩ hcont.continuousOn
  have hmin' : ∀ y : n → ℝ, y ⬝ᵥ y = 1 → c ⬝ᵥ y = 0 → energy H x ≤ energy H y :=
    fun y h1 h2 => hmin ⟨h1, h2⟩
  obtain ⟨hlow, hcost⟩ := constraint_cost h c x hx.1 hx.2
  refine ⟨energy H x, ⟨⟨x, hx.1, hx.2, rfl⟩, ?_⟩, hlow, (hmin' t ht1 htc).trans htE, ?_, ?_⟩
  · rintro E ⟨y, h1, h2, rfl⟩
    exact hmin' y h1 h2
  · intro hm
    rw [hm, sub_self, zero_mul] at hcost
    have h0 : (c ⬝ᵥ psi) ^ 2 ≤ 0 := by
      by_contra hcon
      exact absurd hcost (not_le_of_gt (mul_pos (sub_pos.2 h.gap) (not_le.1 hcon)))
    exact pow_eq_zero_iff two_ne_zero |>.1 (le_antisymm h0 (sq_nonneg _))
  · intro hc
    have h1 := hmin' psi h.norm_one hc
    have h2 : energy H psi = E0 := by
      rw [energy, h.ground, dotProduct_smul, h.norm_one, smul_eq_mul, mul_one]
    exact le_antisymm (h2 ▸ h1) hlow
```

`IsLeast` says that $m$ belongs to the set of energies and is a lower bound for it, so the minimum is attained. The admissible vectors form a closed subset of the cube $[-1,1]^n$, hence a compact set; the trial state shows that it is nonempty. The continuous energy therefore has a minimum there, which `exists_isMinOn` supplies.

The first part of `constraint_cost` gives $m\ge E_0$, and the trial state gives $m\le E_1$. If $m=E_0$, the cost inequality becomes $(E_1-E_0)\langle c,\psi\rangle^2\le0$, so $\langle c,\psi\rangle=0$. Conversely, if $\langle c,\psi\rangle=0$, then $\psi$ is admissible and has energy $E_0$.

```lean
/-- If the constraint vector is a nonzero multiple of the ground state, the constrained minimum
is `E1`. -/
theorem worst_constraint (h : LowSpectrum H E0 E1 psi) {a : ℝ} (ha : a ≠ 0) :
    IsLeast (constrainedEnergies H (a • psi)) E1 := by
  obtain ⟨m, hm, -, hm1, -⟩ := constrained_minimum h (a • psi)
  obtain ⟨x, hx, hc, hE⟩ := hm.1
  have hcost := (constraint_cost h (a • psi) x hx hc).2
  simp only [smul_dotProduct, dotProduct_smul, smul_eq_mul, h.norm_one, mul_one, hE] at hcost
  have ha2 : 0 < a ^ 2 := by positivity
  have hle : E1 - E0 ≤ m - E0 :=
    le_of_mul_le_mul_right (by linarith : (E1 - E0) * a ^ 2 ≤ (m - E0) * a ^ 2) ha2
  have e : m = E1 := le_antisymm hm1 (by linarith)
  exact e ▸ hm
```

For $c=a\psi$ with $a\ne0$, the cost inequality reads $(E_1-E_0)a^2\le(m-E_0)a^2$. Thus $m\ge E_1$, and the upper end of the interval is reached.

Reading this theorem backwards would be wrong: $m=E_1$ does not force $c$ to be parallel to $\psi$. For $H=\mathrm{diag}(0,1,2)$ and $c=(1,0,1)$, every admissible unit vector has energy $x_2^2+2x_3^2=1=E_1$, with components numbered from 1.

## A two-level example

```lean
/-- The matrix with rows `(16, -12)` and `(-12, 9)` has simple lowest eigenvalue `0` with unit
eigenvector `(3/5, 4/5)`, and next eigenvalue `25`. -/
theorem lowSpectrum_witness :
    LowSpectrum (!![16, -12; -12, 9] : Matrix (Fin 2) (Fin 2) ℝ) 0 25 ![3 / 5, 4 / 5] where
  symm := Matrix.IsSymm.ext (by intro i j; fin_cases i <;> fin_cases j <;> simp)
  ground := by
    ext i
    fin_cases i <;> norm_num [Matrix.mulVec, dotProduct, Fin.sum_univ_two]
  norm_one := by norm_num [dotProduct, Fin.sum_univ_two]
  simple := by
    intro x hx
    have h0 := congrFun hx 0
    simp [Matrix.mulVec, dotProduct, Fin.sum_univ_two] at h0
    refine ⟨5 / 3 * x 0, ?_⟩
    ext i
    fin_cases i <;> simp <;> linarith
  gap := by norm_num
  excited := by
    refine ⟨![4, -3], fun h => ?_, ?_⟩
    · have h0 := congrFun h 0
      norm_num at h0
    · ext i
      fin_cases i <;> norm_num [Matrix.mulVec, dotProduct, Fin.sum_univ_two]
  lowest := by
    intro μ x hx0 hx
    by_cases hμ : μ = 0
    · exact Or.inl hμ
    refine Or.inr (not_lt.1 fun hlt => hx0 ?_)
    have h0 := congrFun hx 0
    have h1 := congrFun hx 1
    simp [Matrix.mulVec, dotProduct, Fin.sum_univ_two] at h0 h1
    have hne : μ * (μ - 25) ≠ 0 := mul_ne_zero hμ (sub_ne_zero.2 hlt.ne)
    -- the characteristic polynomial annihilates both components
    have e0 : μ * (μ - 25) * x 0 = 0 := by linear_combination (9 - μ) * h0 + 12 * h1
    have e1 : μ * (μ - 25) * x 1 = 0 := by linear_combination 12 * h0 + (16 - μ) * h1
    ext i
    fin_cases i
    · exact (mul_eq_zero.1 e0).resolve_left hne
    · exact (mul_eq_zero.1 e1).resolve_left hne

end CuspConstraint
```

This matrix satisfies every field of `LowSpectrum`, with $E_0=0$, $E_1=25$ and $\psi=(3/5,4/5)$. For `lowest`, the two component equations are combined into $\mu(\mu-25)x=0$, which excludes eigenvalues below 25 other than 0. With $c=(1,0)$, the only admissible unit vectors are $\pm(0,1)$, and the constrained energy is 9.

```lean
#print axioms CuspConstraint.cusp_iff_orthogonal
#print axioms CuspConstraint.constrained_minimum
#print axioms CuspConstraint.worst_constraint
```

```
'CuspConstraint.cusp_iff_orthogonal' depends on axioms: [propext, Classical.choice, Quot.sound]
'CuspConstraint.constrained_minimum' depends on axioms: [propext, Classical.choice, Quot.sound]
'CuspConstraint.worst_constraint' depends on axioms: [propext, Classical.choice, Quot.sound]
```
